# The exponential exp(θ(T − T†)) of the four-qubit operator T = s₊ ⊗ s₊ ⊗ s₋ ⊗ s₋ is unitary for real θ

On four qubits, with operators as complex 16 × 16 matrices, let s₊ = (X − iY)/2 = |1⟩⟨0| and s₋ = (X + iY)/2 = |0⟩⟨1|, and let T = s₊ ⊗ s₊ ⊗ s₋ ⊗ s₋, which sends the basis state |0011⟩ to |1100⟩ and annihilates the other basis states. The theorem `exp_generator_unitary` states that for every real θ the matrix exponential of A = θ(T − T†) lies in `Matrix.unitaryGroup`. The space is finite-dimensional, and the only assumption is that θ is real. The attempt first shows in `hA` that A† = −A. It then reduces unitarity to exp(A) exp(A)† = 1, turns exp(A)† into exp(−A), and tries to merge the product into exp(A + (−A)) = exp(0) = 1, using that A commutes with −A.

The failing Lean file:

```lean
import Mathlib

open Matrix Complex
open scoped Kronecker

namespace UCCDoubleExcitation

noncomputable section

/-- Operators on one qubit. -/
abbrev Op1 := Matrix (Fin 2) (Fin 2) ℂ

/-- Operators on four qubits. -/
abbrev Op4 := Matrix (Fin 2 × Fin 2 × Fin 2 × Fin 2) (Fin 2 × Fin 2 × Fin 2 × Fin 2) ℂ

/-- The Pauli matrix X. -/
def X : Op1 := !![0, 1; 1, 0]

/-- The Pauli matrix Y. -/
def Y : Op1 := !![0, -I; I, 0]

/-- The ladder operator s+ = (X - iY)/2. -/
def sPlus : Op1 := (1 / 2 : ℂ) • (X - I • Y)

/-- The ladder operator s- = (X + iY)/2. -/
def sMinus : Op1 := (1 / 2 : ℂ) • (X + I • Y)

/-- The tensor product A ⊗ B ⊗ C ⊗ D of four one-qubit operators. -/
def kron4 (A B C D : Op1) : Op4 := A ⊗ₖ (B ⊗ₖ (C ⊗ₖ D))

/-- The double excitation T = s+ ⊗ s+ ⊗ s- ⊗ s-. -/
def excitation : Op4 := kron4 sPlus sPlus sMinus sMinus

/-- The generator T - T†. -/
def generator : Op4 := excitation - excitationᴴ

/-- For real θ the operator exp(θ(T - T†)) is unitary. -/
theorem exp_generator_unitary (θ : ℝ) :
    NormedSpace.exp ((θ : ℂ) • generator) ∈ Matrix.unitaryGroup _ ℂ := by
  -- the generator is anti-Hermitian
  have hA : ((θ : ℂ) • generator)ᴴ = -((θ : ℂ) • generator) := by
    rw [generator, conjTranspose_smul, conjTranspose_sub, conjTranspose_conjTranspose,
      Complex.star_def, Complex.conj_ofReal, ← smul_neg, neg_sub]
  rw [mem_unitaryGroup_iff, star_eq_conjTranspose, ← Matrix.exp_conjTranspose, hA,
    ← Matrix.exp_add_of_commute _ _ (Commute.refl _).neg_right, add_neg_cancel,
    NormedSpace.exp_zero]

end

end UCCDoubleExcitation
```

The error:

```
Main.lean:45:36: error(lean.synthInstanceFailed): failed to synthesize instance of type class
  HasDistribNeg (Matrix ?m.103 ?m.103 ?m.104)

Hint: Type class instance resolution failures can be inspected with the `set_option trace.Meta.synthInstance true` command.
Main.lean:39:71: error: unsolved goals
θ : ℝ
hA : (↑θ • generator)ᴴ = -(↑θ • generator)
⊢ NormedSpace.exp (↑θ • generator) * NormedSpace.exp (-(↑θ • generator)) = 1
```

The mended proof, as a diff:

```diff
@@ -43,5 +43,6 @@
       Complex.star_def, Complex.conj_ofReal, ← smul_neg, neg_sub]
   rw [mem_unitaryGroup_iff, star_eq_conjTranspose, ← Matrix.exp_conjTranspose, hA,
-    ← Matrix.exp_add_of_commute _ _ (Commute.refl _).neg_right, add_neg_cancel,
+    ← Matrix.exp_add_of_commute _ _ (Commute.refl ((θ : ℂ) • generator)).neg_right,
+    add_neg_cancel,
     NormedSpace.exp_zero]
 
```

Cause. The first message points at the term `(Commute.refl _).neg_right`. `Commute.neg_right` needs a `HasDistribNeg` instance on the type of the commuting elements. `rw` elaborates the term `Matrix.exp_add_of_commute _ _ (Commute.refl _).neg_right` before matching it against the goal, and every matrix in it is a placeholder. Lean therefore knows only that the type has the form `Matrix ?m.103 ?m.103 ?m.104`, with index type and entry type both unassigned, and instance search fails on that type.

The second message is a consequence. The first four rewrites went through and left exp(A) * exp(−A) = 1, the goal displayed; the chain stopped at the fifth rewrite, so that goal stayed open.

The repair writes `Commute.refl ((θ : ℂ) • generator)`. This fixes the type as `Op4`, square complex matrices over `Fin 2 × Fin 2 × Fin 2 × Fin 2`, where the instance is found. The term now proves `Commute A (-A)`, which determines the two remaining `_`, and the backward rewrite turns the product into exp(A + −A). Then `add_neg_cancel` and `NormedSpace.exp_zero` close the goal. Moving `add_neg_cancel` to its own line is mere tidying.
